# At fixed forward bias, a midgap trap with equal lifetimes recombines fastest at n = p, with a local ideality factor that tends to two at large bias

## Two points with the same density product

Let n and p be the electron and hole densities, in units where the intrinsic density and both carrier lifetimes are 1. The Shockley–Read–Hall (SRH) rate of a midgap trap is then

U = (np − 1)/(n + p + 2).

Fix np = 4. At n = p = 2 the rate is 3/6 = 1/2; at n = 4, p = 1 it is 3/7. The numerator is the same at both points, but the balanced point has the smaller sum n + p and so the larger rate.

## The rate at a given bias

With intrinsic density ni, electron and hole lifetimes tn and tp, and trap densities n1 and p1 (the electron and hole densities if the Fermi level lay at the trap level, not the concentration of traps),

U = (np − ni²)/(tp(n + n1) + tn(p + p1)).

A midgap trap, meaning here one at the intrinsic Fermi level, has n1 = p1 = ni; equal lifetimes mean tn = tp = t. The bias V is measured in units of the thermal voltage and enters through np = ni² exp(V). This condition is assumed: it stands for non-degenerate carriers whose quasi-Fermi levels are split by V.

`midgapRate_max` says that for positive ni, t, V, n and p obeying this condition,

U ≤ ni(exp(V/2) − 1)/(2t),

with equality exactly when n = p. `srhRate_le_balanced` treats unequal lifetimes and any n1, p1 ≥ 0: at fixed np > ni², the rate is greatest exactly where tp n = tn p. Its primed densities are a balanced point with the same product.

`HasIdealityFactor J m V` means that J has a nonzero slope s at V and J(V) = m s. For the diode law J0 exp(V/m) this returns m. `ideality_tendsto_two` says that the ideality factor of the peak rate is below two at every V > 0 and tends to two as V grows.

In drift-diffusion simulation, the condition tp n = tn p locates the strongest SRH recombination in a forward-biased junction for non-degenerate carriers and a single trap level, with ni, n1, p1, both lifetimes and the quasi-Fermi splitting all uniform in space, provided the junction contains a balanced point. The ideality factor here belongs to the peak rate; a terminal current would also need the rate integrated over the device.

## From the smallest denominator to the ideality factor

Write S = tp n + tn p. Then

S² = (tp n − tn p)² + 4 tn tp np.

At fixed np the last term is constant, so S is smallest exactly when tp n = tn p. The denominator of U is S plus the constant tp n1 + tn p1, and the numerator is fixed and positive, so U is largest there.

For the midgap trap the balanced point is n = p = ni x, with x = exp(V/2). There

U = ni²(x² − 1)/(2t ni(x + 1)) = ni(x − 1)/(2t).

The slope of this peak rate in V is ni x/(4t). Dividing the rate by its slope gives

m = 2(1 − 1/x) = 2(1 − exp(−V/2)),

which is below two and tends to two as V → ∞. In the opening example x = 2, so m is only 1. The shortfall comes from the definition, which compares the rate with J0 exp(V/m). Compared with J0(exp(V/m) − 1) instead, the peak rate has m = 2 at every bias.

## Zero and reverse bias

Allowing V = 0 breaks the equality condition. With ni = t = 1, the point n = 2, p = 1/2 has U = 0, which equals the bound although n ≠ p. For negative V the bound itself can fail: at np = 1/4, the balanced point gives −1/4, while n = 1, p = 1/4 gives the larger value −3/13.

## The Lean file

```lean
import Mathlib

open Filter Topology

namespace SRHPeakRecombination

noncomputable section

/-- Shockley-Read-Hall net recombination rate at carrier densities `n`, `p`, for lifetimes
`tn`, `tp` and trap densities `n1`, `p1`; its domain is where the denominator is nonzero. -/
def srhRate (ni tn tp n1 p1 n p : ℝ) : ℝ :=
  (n * p - ni ^ 2) / (tp * (n + n1) + tn * (p + p1))

/-- The rate for a midgap trap, `n1 = p1 = ni`, with equal lifetimes `t`;
its domain is `t * (n + p + 2 * ni) ≠ 0`. -/
def midgapRate (ni t n p : ℝ) : ℝ := srhRate ni t t ni ni n p

/-- The midgap rate at the point `n = p = ni exp(V/2)`, as a function of the reduced bias `V`;
its domain is `ni ≠ 0`, `t ≠ 0`. -/
def peakRate (ni t V : ℝ) : ℝ :=
  midgapRate ni t (ni * Real.exp (V / 2)) (ni * Real.exp (V / 2))

/-- `m` is the local ideality factor of the characteristic `J` at reduced bias `V`:
`J` has a nonzero slope `s` there, and `J V = m s`. -/
def HasIdealityFactor (J : ℝ → ℝ) (m V : ℝ) : Prop :=
  ∃ s, HasDerivAt J s V ∧ s ≠ 0 ∧ J V = m * s

/-- For positive lifetimes and densities with a fixed product `n p`, the weighted sum
`tp n + tn p` is smallest exactly where its two terms are equal. -/
theorem weighted_sum_min {tn tp n p n' p' : ℝ} (htn : 0 < tn) (htp : 0 < tp)
    (hn : 0 < n) (hp : 0 < p) (hn' : 0 < n')
    (hprod : n * p = n' * p') (hbal : tp * n' = tn * p') :
    tp * n' + tn * p' ≤ tp * n + tn * p ∧
      (tp * n + tn * p = tp * n' + tn * p' ↔ tp * n = tn * p) := by
  -- the squares of the two sums differ by the square of the imbalance
  have key : (tp * n + tn * p) ^ 2 = (tp * n' + tn * p') ^ 2 + (tp * n - tn * p) ^ 2 := by
    linear_combination 4 * tp * tn * hprod - (tp * n' - tn * p') * hbal
  have hD : 0 < tp * n + tn * p := by positivity
  have hD' : 0 < tp * n' + tn * p' := by
    have := mul_pos htp hn'
    linarith
  refine ⟨?_, ?_, ?_⟩
  · by_contra h
    have h' := lt_of_not_ge h
    nlinarith [mul_pos (sub_pos.2 h') (add_pos hD hD'), sq_nonneg (tp * n - tn * p)]
  · intro h
    rw [h] at key
    have h0 : (tp * n - tn * p) ^ 2 = 0 := by linarith
    exact sub_eq_zero.1 ((pow_eq_zero_iff two_ne_zero).1 h0)
  · intro h
    have h0 : ((tp * n + tn * p) - (tp * n' + tn * p')) *
        ((tp * n + tn * p) + (tp * n' + tn * p')) = 0 := by
      linear_combination key + (tp * n - tn * p) * h
    rcases mul_eq_zero.1 h0 with h1 | h1
    · linarith
    · exfalso
      linarith

/-- For trap densities `n1, p1 ≥ 0` and positive lifetimes, at a fixed density product `n p > ni²`
of positive densities the SRH rate is greatest exactly where `tp n = tn p`. -/
theorem srhRate_le_balanced {ni tn tp n1 p1 n p n' p' : ℝ} (htn : 0 < tn) (htp : 0 < tp)
    (hn : 0 < n) (hp : 0 < p) (hn' : 0 < n') (hn1 : 0 ≤ n1) (hp1 : 0 ≤ p1)
    (hprod : n * p = n' * p') (hbal : tp * n' = tn * p') (hfwd : ni ^ 2 < n * p) :
    srhRate ni tn tp n1 p1 n p ≤ srhRate ni tn tp n1 p1 n' p' ∧
      (srhRate ni tn tp n1 p1 n p = srhRate ni tn tp n1 p1 n' p' ↔ tp * n = tn * p) := by
  obtain ⟨hle, heq⟩ := weighted_sum_min htn htp hn hp hn' hprod hbal
  have hN : 0 < n * p - ni ^ 2 := sub_pos.2 hfwd
  have hD' : 0 < tp * (n' + n1) + tn * (p' + p1) := by
    nlinarith [mul_pos htp hn', mul_nonneg htp.le hn1, mul_nonneg htn.le hp1]
  have hDD : tp * (n' + n1) + tn * (p' + p1) ≤ tp * (n + n1) + tn * (p + p1) := by
    linarith
  have hD := lt_of_lt_of_le hD' hDD
  -- both rates have the same positive numerator, so only the denominators matter
  unfold srhRate
  rw [← hprod]
  constructor
  · rw [div_le_div_iff₀ hD hD']
    exact mul_le_mul_of_nonneg_left hDD hN.le
  · rw [div_eq_div_iff hD.ne' hD'.ne', ← heq]
    constructor
    · intro h
      have h1 := mul_left_cancel₀ hN.ne' h
      linarith
    · intro h
      have h1 : tp * (n' + n1) + tn * (p' + p1) = tp * (n + n1) + tn * (p + p1) := by
        linarith
      rw [h1]

/-- For positive `ni` and `t`, the midgap rate at `n = p = ni exp(V/2)`, multiplied by `2t`,
is `ni (exp(V/2) - 1)`. -/
theorem two_mul_peakRate {ni t : ℝ} (hni : 0 < ni) (ht : 0 < t) (V : ℝ) :
    2 * t * peakRate ni t V = ni * (Real.exp (V / 2) - 1) := by
  unfold peakRate midgapRate srhRate
  have hD : t * (ni * Real.exp (V / 2) + ni) + t * (ni * Real.exp (V / 2) + ni) ≠ 0 := by
    positivity
  rw [← mul_div_assoc, div_eq_iff hD]
  ring

/-- For a midgap trap with equal lifetimes under forward bias `V > 0`, with positive densities
obeying `n p = ni² exp V`, the SRH rate is at most `ni (exp(V/2) - 1)/(2t)`, and it reaches this
value exactly when `n = p`. -/
theorem midgapRate_max {ni t V n p : ℝ} (hni : 0 < ni) (ht : 0 < t) (hV : 0 < V)
    (hn : 0 < n) (hp : 0 < p) (h : n * p = ni ^ 2 * Real.exp V) :
    midgapRate ni t n p ≤ ni * (Real.exp (V / 2) - 1) / (2 * t) ∧
      (midgapRate ni t n p = ni * (Real.exp (V / 2) - 1) / (2 * t) ↔ n = p) := by
  have hexp : Real.exp V = Real.exp (V / 2) * Real.exp (V / 2) := by
    rw [← Real.exp_add, add_halves]
  have hfwd : ni ^ 2 < n * p := by
    have h1 : 1 < Real.exp V := Real.one_lt_exp_iff.2 hV
    rw [h]
    nlinarith [mul_pos (pow_pos hni 2) (sub_pos.2 h1)]
  have hpk : peakRate ni t V = ni * (Real.exp (V / 2) - 1) / (2 * t) := by
    rw [eq_div_iff (by positivity)]
    linear_combination two_mul_peakRate hni ht V
  -- compare with the balanced point n = p = ni exp(V/2)
  have key := srhRate_le_balanced (ni := ni) (n1 := ni) (p1 := ni)
    (n' := ni * Real.exp (V / 2)) (p' := ni * Real.exp (V / 2))
    ht ht hn hp (by positivity) hni.le hni.le (by rw [h, hexp]; ring) rfl hfwd
  rw [← hpk]
  exact ⟨key.1, key.2.trans ⟨fun e => mul_left_cancel₀ ht.ne' e, fun e => by rw [e]⟩⟩

/-- The diode law `J0 exp(V/m)` with nonzero `J0` and `m` has ideality factor `m` at every bias. -/
theorem diode_law_ideality {J0 m : ℝ} (hJ : J0 ≠ 0) (hm : m ≠ 0) (V : ℝ) :
    HasIdealityFactor (fun V => J0 * Real.exp (V / m)) m V := by
  refine ⟨J0 * (Real.exp (V / m) * (1 / m)),
    ((hasDerivAt_id' V).div_const m).exp.const_mul J0,
    mul_ne_zero hJ (mul_ne_zero (Real.exp_ne_zero _) (one_div_ne_zero hm)), ?_⟩
  have h1 : m * (1 / m) = 1 := mul_one_div_cancel hm
  linear_combination (-(J0 * Real.exp (V / m))) * h1

/-- A characteristic has at most one ideality factor at a given bias. -/
theorem HasIdealityFactor.unique {J : ℝ → ℝ} {m m' V : ℝ}
    (h : HasIdealityFactor J m V) (h' : HasIdealityFactor J m' V) : m = m' := by
  obtain ⟨s, hs, h0, e⟩ := h
  obtain ⟨s', hs', _, e'⟩ := h'
  have hss : s' = s := hs'.unique hs
  rw [hss] at e'
  exact mul_right_cancel₀ h0 (e.symm.trans e')

/-- For positive `ni` and `t`, the peak midgap rate has ideality factor `2 (1 - exp(-V/2))`
at reduced bias `V`. -/
theorem peakRate_ideality {ni t : ℝ} (hni : 0 < ni) (ht : 0 < t) (V : ℝ) :
    HasIdealityFactor (peakRate ni t) (2 * (1 - Real.exp (-V / 2))) V := by
  have hfun : peakRate ni t = fun V => ni * (Real.exp (V / 2) - 1) / (2 * t) := by
    funext W
    rw [eq_div_iff (by positivity)]
    linear_combination two_mul_peakRate hni ht W
  rw [hfun]
  refine ⟨ni * (Real.exp (V / 2) * (1 / 2)) / (2 * t),
    ((((hasDerivAt_id' V).div_const 2).exp.sub_const 1).const_mul ni).div_const (2 * t),
    by positivity, ?_⟩
  have hx : Real.exp (-V / 2) * Real.exp (V / 2) = 1 := by
    rw [← Real.exp_add, show -V / 2 + V / 2 = 0 by ring, Real.exp_zero]
  linear_combination (ni / (2 * t)) * hx

/-- For positive `ni` and `t`, the ideality factor of the peak midgap rate is below two at every
forward bias and tends to two as the bias grows. -/
theorem ideality_tendsto_two {ni t : ℝ} (hni : 0 < ni) (ht : 0 < t) (m : ℝ → ℝ)
    (hm : ∀ V, 0 < V → HasIdealityFactor (peakRate ni t) (m V) V) :
    (∀ V, 0 < V → m V < 2) ∧ Tendsto m atTop (𝓝 2) := by
  have hval : ∀ V, 0 < V → m V = 2 * (1 - Real.exp (-V / 2)) := fun V hV =>
    (hm V hV).unique (peakRate_ideality hni ht V)
  constructor
  · intro V hV
    rw [hval V hV]
    linarith [Real.exp_pos (-V / 2)]
  · -- the correction exp(-V/2) dies out at large bias
    have h0 : Tendsto (fun V : ℝ => -V / 2) atTop atBot :=
      tendsto_neg_atTop_atBot.atBot_div_const (by norm_num)
    have h1 : Tendsto (fun V : ℝ => Real.exp (-V / 2)) atTop (𝓝 0) :=
      Real.tendsto_exp_atBot.comp h0
    have h2 := (h1.const_sub 1).const_mul (2 : ℝ)
    rw [show (2 : ℝ) * (1 - 0) = 2 by norm_num] at h2
    refine h2.congr' ?_
    filter_upwards [eventually_gt_atTop (0 : ℝ)] with V hV
    exact (hval V hV).symm

end

end SRHPeakRecombination
```

```lean
#print axioms SRHPeakRecombination.midgapRate_max
#print axioms SRHPeakRecombination.diode_law_ideality
#print axioms SRHPeakRecombination.ideality_tendsto_two
```

```
'SRHPeakRecombination.midgapRate_max' depends on axioms: [propext, Classical.choice, Quot.sound]
'SRHPeakRecombination.diode_law_ideality' depends on axioms: [propext, Classical.choice, Quot.sound]
'SRHPeakRecombination.ideality_tendsto_two' depends on axioms: [propext, Classical.choice, Quot.sound]
```

## How the lemmas fit together

In `weighted_sum_min`, `key` is the identity for S², written as a difference between two points with equal product. A smaller S than the balanced one would contradict it; equal sums make the squared imbalance zero, and the converse follows by factoring the difference of squares.

`srhRate_le_balanced` cross-multiplies the two fractions and cancels their common positive numerator. `two_mul_peakRate` evaluates the balanced rate by clearing the nonzero denominator and checking the resulting polynomial identity with `ring`. `midgapRate_max` combines the two, using exp(V) = exp(V/2)², and cancels t to turn t n = t p into n = p.

`peakRate_ideality` supplies the derivative and checks J = m s. Since derivatives are unique, `HasIdealityFactor.unique` allows only one m at each bias. `ideality_tendsto_two` therefore identifies any given ideality factor with 2(1 − exp(−V/2)) for V > 0 and takes the limit.
